# A phase change exp(iθ) shifts the Berry connection by −θ′ and leaves the Born–Huang scalar term unchanged

The theorem `gauge_change` concerns an electronic state χ(t) in a complex inner product space, depending on one real parameter and multiplied by a phase exp(iθ(t)) with θ real. At a point where χ and θ are differentiable and χ has unit norm, it states that the connection A = i⟨χ, χ′⟩ becomes A − θ′, while the Born–Huang term, taken here as ‖χ′ − ⟨χ, χ′⟩χ‖² without any mass prefactor, keeps its value. The attempt differentiates the new state by the product rule and computes its inner product with its own derivative. The first claim then follows by algebra with i² = −1, and the second because the vector inside the norm is only multiplied by a phase of modulus one.

This version doesn't compile in Lean 4 with Mathlib:

```lean
import Mathlib

open Complex (I)
open ComplexConjugate

namespace GaugeChange

noncomputable section

variable {E : Type*} [NormedAddCommGroup E] [InnerProductSpace ℂ E]

/-- The Mead-Truhlar (Berry) connection `A = i⟨χ, χ'⟩` of an electronic state `χ(t)`. -/
def connection (χ : ℝ → E) (t : ℝ) : ℂ := I * inner ℂ (χ t) (deriv χ t)

/-- The vector `v - ⟨u, v⟩ u`; for a unit vector `u` it is the part of `v` orthogonal to `u`. -/
def leak (u v : E) : E := v - inner ℂ u v • u

/-- The Born-Huang scalar term `‖Q χ'‖²`, with `Q = 1 - |χ⟩⟨χ|`. -/
def bornHuang (χ : ℝ → E) (t : ℝ) : ℝ := ‖leak (χ t) (deriv χ t)‖ ^ 2

/-- The squared norm of a vector, read as a complex number, is its inner product with itself. -/
lemma norm_sq_cast (x : E) : ((‖x‖ ^ 2 : ℝ) : ℂ) = inner ℂ x x := by
  rw [inner_self_eq_norm_sq_to_K]
  exact Complex.ofReal_pow _ _

/-- A unit vector has inner product one with itself. -/
lemma inner_self_one {x : E} (h : ‖x‖ = 1) : inner ℂ x x = (1 : ℂ) := by
  rw [← norm_sq_cast, h]
  norm_num

/-- Under a differentiable change of phase `χ → exp(iθ) χ` of a differentiable state, at a point
where `χ` has unit norm, `A` becomes `A - θ'` and the Born-Huang term is unchanged. -/
theorem gauge_change {χ : ℝ → E} {θ : ℝ → ℝ} {t : ℝ} (hχ : DifferentiableAt ℝ χ t)
    (hn : ‖χ t‖ = 1) (hθ : DifferentiableAt ℝ θ t) :
    connection (fun s => Complex.exp (θ s * I) • χ s) t = connection χ t - deriv θ t ∧
    bornHuang (fun s => Complex.exp (θ s * I) • χ s) t = bornHuang χ t := by
  set u := Complex.exp (θ t * I) with hu
  have hu1 : ‖u‖ = 1 := Complex.norm_exp_ofReal_mul_I _
  have huu : conj u * u = 1 := by
    rw [mul_comm, Complex.mul_conj, Complex.normSq_eq_norm_sq, hu1]
    norm_num
  have hd : deriv (fun s => Complex.exp (θ s * I) • χ s) t
      = u • deriv χ t + (u * (deriv θ t * I)) • χ t :=
    ((hθ.hasDerivAt.ofReal_comp.mul_const I).cexp.smul hχ.hasDerivAt).deriv
  have hi : inner ℂ (u • χ t) (u • deriv χ t + (u * (deriv θ t * I)) • χ t)
      = inner ℂ (χ t) (deriv χ t) + deriv θ t * I := by
    simp only [inner_add_right, inner_smul_left, inner_smul_right, inner_self_one hn]
    linear_combination (inner ℂ (χ t) (deriv χ t) + deriv θ t * I) * huu
  constructor
  · change I * inner ℂ (u • χ t) (deriv _ t) = I * inner ℂ (χ t) (deriv χ t) - deriv θ t
    rw [hd, hi]
    linear_combination (deriv θ t : ℂ) * Complex.I_sq
  · change ‖leak (u • χ t) (deriv _ t)‖ ^ 2 = ‖leak (χ t) (deriv χ t)‖ ^ 2
    have hl : leak (u • χ t) (u • deriv χ t + (u * (deriv θ t * I)) • χ t)
        = u • leak (χ t) (deriv χ t) := by
      unfold leak
      rw [hi]
      module
    rw [hd, hl, norm_smul, hu1, one_mul]

end

end GaugeChange
```

The error:

```
Main.lean:48:58: error: Application type mismatch: The argument
  θ
has type
  ℝ → ℝ
but is expected to have type
  ℝ → ℂ
in the application
  deriv θ
Main.lean:52:30: error: Application type mismatch: The argument
  θ
has type
  ℝ → ℝ
but is expected to have type
  ℝ → ℂ
in the application
  deriv θ
```

Lean accepts the file once it reads:

```diff
@@ -46,9 +46,9 @@
       = inner ℂ (χ t) (deriv χ t) + deriv θ t * I := by
     simp only [inner_add_right, inner_smul_left, inner_smul_right, inner_self_one hn]
-    linear_combination (inner ℂ (χ t) (deriv χ t) + deriv θ t * I) * huu
+    linear_combination (inner ℂ (χ t) (deriv χ t) + ((deriv θ t : ℝ) : ℂ) * I) * huu
   constructor
   · change I * inner ℂ (u • χ t) (deriv _ t) = I * inner ℂ (χ t) (deriv χ t) - deriv θ t
     rw [hd, hi]
-    linear_combination (deriv θ t : ℂ) * Complex.I_sq
+    linear_combination ((deriv θ t : ℝ) : ℂ) * Complex.I_sq
   · change ‖leak (u • χ t) (deriv _ t)‖ ^ 2 = ‖leak (χ t) (deriv χ t)‖ ^ 2
     have hl : leak (u • χ t) (u • deriv χ t + (u * (deriv θ t * I)) • χ t)
```

Both messages report the same fault: Lean wanted a complex-valued function as the argument of `deriv`, but `θ` is real-valued. The derivative of `θ` has to be taken as a real number first and then cast to ℂ.

In the theorem's statement, Lean works out `deriv θ t` as a real number and inserts the cast itself. `linear_combination` instead elaborates the separate terms of its coefficient with the type of the goal, here ℂ, as the expected type. Given `deriv θ t` with that expectation, Lean takes the derivative itself to be complex-valued, and so requires `θ : ℝ → ℂ`. In the second call the ascription `(deriv θ t : ℂ)` imposes the same expectation explicitly, so it does not act as a cast of a finished real derivative.

The diff writes `((deriv θ t : ℝ) : ℂ)` in both places. The inner ascription fixes the derivative as real, and the outer one then casts its value to ℂ. The algebraic identities supplied to `linear_combination` are unchanged.
